# The Nambu–Gorkov function of a finite Bogoliubov–de Gennes matrix at −z is minus its particle-hole transpose at z

The theorem `nambuG_neg` concerns a Bogoliubov–de Gennes matrix H on finitely many modes, built from a given Hermitian one-body part `h` and a given antisymmetric pairing field `D`. For non-real z, it says that the Nambu–Gorkov function G(z) = (z − H)⁻¹ satisfies G(−z) = −τ(G(z)), where τ, called `phT` in the file, transposes a matrix and exchanges particles with holes. The proof uses that τ reverses products, fixes the identity and sends H to −H. Applied to G(z)(z − H) = 1, it then shows that −τ(G(z)) is a right inverse of −z − H.

Lean 4 with Mathlib refuses this proof:

```lean
import Mathlib

open Matrix
open scoped ComplexOrder

namespace NambuGNeg

noncomputable section

variable {n : Type*}

/-- The Bogoliubov–de Gennes matrix with one-body part `h` and pairing field `D`,
in the Nambu basis of particles followed by holes. -/
def bdg (h D : Matrix n n ℂ) : Matrix (n ⊕ n) (n ⊕ n) ℂ :=
  fromBlocks h D (-(D.map (starRingEnd ℂ))) (-(h.map (starRingEnd ℂ)))

/-- The Nambu–Gorkov function `G(z) = (z - H)⁻¹`, for `z` outside the spectrum of `H`. -/
def nambuG [Fintype n] [DecidableEq n] (h D : Matrix n n ℂ) (z : ℂ) :
    Matrix (n ⊕ n) (n ⊕ n) ℂ :=
  (z • (1 : Matrix (n ⊕ n) (n ⊕ n) ℂ) - bdg h D)⁻¹

/-- The particle-hole transpose: transpose a Nambu matrix and exchange particles with holes. -/
def phT (M : Matrix (n ⊕ n) (n ⊕ n) ℂ) : Matrix (n ⊕ n) (n ⊕ n) ℂ :=
  Mᵀ.submatrix (Equiv.sumComm n n) (Equiv.sumComm n n)

/-- For Hermitian `h` and antisymmetric `D` the Bogoliubov–de Gennes matrix is Hermitian. -/
theorem bdg_isHermitian {h D : Matrix n n ℂ} (hh : h.IsHermitian) (hD : Dᵀ = -D) :
    (bdg h D).IsHermitian := by
  have h1 : ∀ i j, starRingEnd ℂ (h j i) = h i j := fun i j => hh.apply i j
  have h2 : ∀ i j, D j i = -D i j := fun i j => congrFun (congrFun hD i) j
  ext (i | i) (j | j) <;> simp [bdg, h1 i j, h1 j i, h2 i j]

/-- For Hermitian `h` and antisymmetric `D` the particle-hole transpose reverses the sign
of the Bogoliubov–de Gennes matrix. -/
theorem phT_bdg {h D : Matrix n n ℂ} (hh : h.IsHermitian) (hD : Dᵀ = -D) :
    phT (bdg h D) = -bdg h D := by
  have h1 : ∀ i j, starRingEnd ℂ (h j i) = h i j := fun i j => hh.apply i j
  have h2 : ∀ i j, D j i = -D i j := fun i j => congrFun (congrFun hD i) j
  ext (i | i) (j | j) <;> simp [phT, bdg, h1 i j, h1 j i, h2 i j]

/-- For a Hermitian matrix `A` and non-real `z`, the matrix `z - A` is invertible. -/
theorem isUnit_det_sub {m : Type*} [Fintype m] [DecidableEq m] {A : Matrix m m ℂ}
    (hA : A.IsHermitian) {z : ℂ} (hz : z.im ≠ 0) :
    IsUnit (z • (1 : Matrix m m ℂ) - A).det := by
  rw [isUnit_iff_ne_zero]
  intro h0
  -- a singular `z - A` would give an eigenvector with eigenvalue `z`
  obtain ⟨v, hv, hAv⟩ := Matrix.exists_mulVec_eq_zero_iff.mpr h0
  have h1 : A *ᵥ v = z • v := by
    rw [Matrix.sub_mulVec, Matrix.smul_mulVec, Matrix.one_mulVec, sub_eq_zero] at hAv
    exact hAv.symm
  -- moving `A` to the other side of the scalar product shows that `z` is real
  have h2 : star v ⬝ᵥ (A *ᵥ v) = star (A *ᵥ v) ⬝ᵥ v := by
    rw [Matrix.star_mulVec, hA.eq, Matrix.dotProduct_mulVec]
  rw [h1, star_smul, dotProduct_smul, smul_dotProduct, smul_eq_mul, smul_eq_mul] at h2
  have h3 := mul_right_cancel₀ (mt dotProduct_star_self_eq_zero.mp hv) h2
  have h4 := congrArg Complex.im h3
  rw [Complex.star_def, Complex.conj_im] at h4
  exact hz (by linarith)

variable [Fintype n] [DecidableEq n]

/-- For Hermitian `h`, antisymmetric `D` and non-real `z`, the Nambu–Gorkov function at `-z`
is minus the particle-hole transpose of the one at `z`. -/
theorem nambuG_neg {h D : Matrix n n ℂ} (hh : h.IsHermitian) (hD : Dᵀ = -D)
    {z : ℂ} (hz : z.im ≠ 0) : nambuG h D (-z) = -phT (nambuG h D z) := by
  have hu := isUnit_det_sub (bdg_isHermitian hh hD) hz
  have hone : phT (1 : Matrix (n ⊕ n) (n ⊕ n) ℂ) = 1 := by simp [phT]
  have hmul : ∀ M N : Matrix (n ⊕ n) (n ⊕ n) ℂ, phT (M * N) = phT N * phT M := by
    intro M N
    simp only [phT, Matrix.transpose_mul, Matrix.submatrix_mul_equiv]
  have hK : phT (z • (1 : Matrix (n ⊕ n) (n ⊕ n) ℂ) - bdg h D)
      = -((-z) • (1 : Matrix (n ⊕ n) (n ⊕ n) ℂ) - bdg h D) := by
    have e : phT (z • (1 : Matrix (n ⊕ n) (n ⊕ n) ℂ) - bdg h D)
        = z • phT (1 : Matrix (n ⊕ n) (n ⊕ n) ℂ) - phT (bdg h D) := rfl
    rw [e, hone, phT_bdg hh hD]
    module
  -- the particle-hole transpose of `G(z) (z - H) = 1`
  have h1 : phT (z • (1 : Matrix (n ⊕ n) (n ⊕ n) ℂ) - bdg h D) * phT (nambuG h D z) = 1 := by
    rw [← hmul, nambuG, Matrix.nonsing_inv_mul _ hu, hone]
  rw [hK] at h1
  exact Matrix.inv_eq_right_inv (by rw [mul_neg, ← neg_mul]; exact h1)

end

end NambuGNeg
```

Compiling this gives:

```
Main.lean:68:56: error: unsolved goals
n : Type u_1
inst✝¹ : Fintype n
inst✝ : DecidableEq n
h D : Matrix n n ℂ
hh : h.IsHermitian
hD : Dᵀ = -D
z : ℂ
hz : z.im ≠ 0
hu : IsUnit (z • 1 - bdg h D).det
⊢ submatrix 1 Sum.swap Sum.swap = 1
```

The only error is in the auxiliary fact `hone`, that the particle-hole transpose fixes the identity matrix. After `simp [phT]` the goal `submatrix 1 Sum.swap Sum.swap = 1` is left over. It is true, but `simp` has rewritten the equivalence `Equiv.sumComm n n`, used as a function, to the plain function `Sum.swap`. The lemma that would finish the proof, `Matrix.submatrix_one_equiv`, expects the identity matrix to be reindexed by an equivalence, and in `Sum.swap` that equivalence is no longer visible.

The repair replaces `simp` by three explicit rewrites. `phT` unfolds the definition, `Matrix.transpose_one` removes the transpose, and `Matrix.submatrix_one_equiv` then applies, because `Equiv.sumComm n n` is still in place. This leaves `1 = 1`, which `rw` closes by itself.

The repair, with which the file compiles:

```diff
@@ -66,5 +66,6 @@
     {z : ℂ} (hz : z.im ≠ 0) : nambuG h D (-z) = -phT (nambuG h D z) := by
   have hu := isUnit_det_sub (bdg_isHermitian hh hD) hz
-  have hone : phT (1 : Matrix (n ⊕ n) (n ⊕ n) ℂ) = 1 := by simp [phT]
+  have hone : phT (1 : Matrix (n ⊕ n) (n ⊕ n) ℂ) = 1 := by
+    rw [phT, Matrix.transpose_one, Matrix.submatrix_one_equiv]
   have hmul : ∀ M N : Matrix (n ⊕ n) (n ⊕ n) ℂ, phT (M * N) = phT N * phT M := by
     intro M N
```
